# The hull energy of a five-phase model ternary alloy at composition (1/4, 1/4)

The theorem `full_hullEnergy` concerns a model ternary alloy with five phases, each with two composition coordinates and an energy. Three phases, at (0, 1/4), (1/4, 1/4) and (1/2, 1/4), have energies 0, −1 and 0. The other two, at (1/4, 0) and (1/4, 1/2), both have energy e, which is any real number. The theorem states that the lowest energy of any mixture with overall composition (1/4, 1/4) is the smaller of e and −1. Phase fractions are non-negative and sum to one. The composition and energy of a mixture are the averages of the phase values weighted by these fractions, with no interaction or entropy term.

The proof first gives a mixture that attains the value: equal parts of the two phases of energy e when e ≤ −1, and the pure phase at (1/4, 1/4) when −1 ≤ e. It then shows that no allowed mixture has a lower energy, since a weighted mean is at least any common lower bound of the phase energies.

As first written in Lean, the proof fails:

```lean
import Mathlib

open Finset

namespace PseudobinarySection

noncomputable section

/-- A collection of ternary phases, each with two composition coordinates and an energy. -/
structure PhaseSet (ι : Type*) where
  x : ι → ℝ
  y : ι → ℝ
  energy : ι → ℝ

variable {ι : Type*} [Fintype ι]

/-- The phase fractions `w` describe a mixture of phases from `S` with overall
composition `(X, Y)`. -/
structure IsMixture (P : PhaseSet ι) (S : Finset ι) (X Y : ℝ) (w : ι → ℝ) : Prop where
  nonneg : ∀ i, 0 ≤ w i
  support : ∀ i, i ∉ S → w i = 0
  total : ∑ i, w i = 1
  compX : ∑ i, w i * P.x i = X
  compY : ∑ i, w i * P.y i = Y

/-- The energy of a mixture with phase fractions `w`. -/
def mixEnergy (P : PhaseSet ι) (w : ι → ℝ) : ℝ := ∑ i, w i * P.energy i

/-- `E` is the lowest energy of any mixture of phases from `S` with composition `(X, Y)`. -/
def IsHullEnergy (P : PhaseSet ι) (S : Finset ι) (X Y E : ℝ) : Prop :=
  IsLeast {E' | ∃ w, IsMixture P S X Y w ∧ mixEnergy P w = E'} E

/-- Phases 0, 1, 2 lie at (0,1/4), (1/4,1/4), (1/2,1/4) with energies 0, -1, 0;
phases 3, 4 lie at (1/4,0), (1/4,1/2) with common energy `e`. -/
def alloy (e : ℝ) : PhaseSet (Fin 5) where
  x := ![0, 1/4, 1/2, 1/4, 1/4]
  y := ![1/4, 1/4, 1/4, 0, 1/2]
  energy := ![0, -1, 0, e, e]

/-- The pure middle phase, as a list of phase fractions. -/
def pureMiddle : Fin 5 → ℝ := ![0, 1, 0, 0, 0]

/-- The equal mixture of the two phases outside the section. -/
def outsidePair : Fin 5 → ℝ := ![0, 0, 0, 1/2, 1/2]

/-- The energy of a mixture in the model alloy, in terms of its phase fractions. -/
theorem mixEnergy_alloy (e : ℝ) (w : Fin 5 → ℝ) :
    mixEnergy (alloy e) w = -w 1 + e * (w 3 + w 4) := by
  have h : mixEnergy (alloy e) w
      = w 0 * 0 + w 1 * (-1) + w 2 * 0 + w 3 * e + w 4 * e := by
    rw [mixEnergy, Fin.sum_univ_five]
    rfl
  rw [h]
  ring

/-- In the full system the hull energy at (1/4,1/4) is the smaller of `e` and -1. -/
theorem full_hullEnergy (e : ℝ) :
    IsHullEnergy (alloy e) univ (1/4) (1/4) (min e (-1)) := by
  constructor
  · rcases le_total e (-1) with he | he
    · refine ⟨outsidePair, ⟨?_, fun i hi => absurd (mem_univ i) hi, ?_, ?_, ?_⟩, ?_⟩
      · intro i
        fin_cases i <;> norm_num [outsidePair]
      · norm_num [outsidePair, Fin.sum_univ_five]
      · norm_num [outsidePair, alloy, Fin.sum_univ_five]
      · norm_num [outsidePair, alloy, Fin.sum_univ_five]
      · rw [mixEnergy_alloy, min_eq_left he]
        norm_num [outsidePair]
    · refine ⟨pureMiddle, ⟨?_, fun i hi => absurd (mem_univ i) hi, ?_, ?_, ?_⟩, ?_⟩
      · intro i
        fin_cases i <;> norm_num [pureMiddle]
      · norm_num [pureMiddle, Fin.sum_univ_five]
      · norm_num [pureMiddle, alloy, Fin.sum_univ_five]
      · norm_num [pureMiddle, alloy, Fin.sum_univ_five]
      · rw [mixEnergy_alloy, min_eq_right he]
        norm_num [pureMiddle]
  · rintro E ⟨w, h, rfl⟩
    -- a weighted mean is at least any common lower bound of the energies
    have bound : ∀ m : ℝ, m ≤ e → m ≤ -1 → m ≤ mixEnergy (alloy e) w := by
      intro m hme hm1
      have ht := h.total
      rw [Fin.sum_univ_five] at ht
      have hm : m * (w 0 + w 1 + w 2 + w 3 + w 4) = m := by rw [ht, mul_one]
      have h0 := mul_nonneg (h.nonneg 0) (by linarith : 0 ≤ -m)
      have h1 := mul_nonneg (h.nonneg 1) (by linarith : 0 ≤ -1 - m)
      have h2 := mul_nonneg (h.nonneg 2) (by linarith : 0 ≤ -m)
      have h3 := mul_nonneg (h.nonneg 3) (by linarith : 0 ≤ e - m)
      have h4 := mul_nonneg (h.nonneg 4) (by linarith : 0 ≤ e - m)
      rw [mixEnergy_alloy]
      nlinarith
    exact bound _ (min_le_left _ _) (min_le_right _ _)

end

end PseudobinarySection
```

Messages:

```
Main.lean:64:6: error: unsolved goals
case left.inl.refine_2
e : ℝ
he : e ≤ -1
⊢ ![0, 0, 0, 1 / 2, 1 / 2] 2 + ![0, 0, 0, 1 / 2, 1 / 2] 3 + ![0, 0, 0, 1 / 2, 1 / 2] 4 = 1
Main.lean:65:6: error: unsolved goals
case left.inl.refine_3
e : ℝ
he : e ≤ -1
⊢ ![0, 0, 0, 1 / 2, 1 / 2] 2 * ![0, 1 / 4, 1 / 2, 1 / 4, 1 / 4] 2 +
        ![0, 0, 0, 1 / 2, 1 / 2] 3 * ![0, 1 / 4, 1 / 2, 1 / 4, 1 / 4] 3 +
      ![0, 0, 0, 1 / 2, 1 / 2] 4 * ![0, 1 / 4, 1 / 2, 1 / 4, 1 / 4] 4 =
    1 / 4
Main.lean:66:6: error: unsolved goals
case left.inl.refine_4
e : ℝ
he : e ≤ -1
⊢ ![0, 0, 0, 1 / 2, 1 / 2] 2 * ![1 / 4, 1 / 4, 1 / 4, 0, 1 / 2] 2 +
        ![0, 0, 0, 1 / 2, 1 / 2] 3 * ![1 / 4, 1 / 4, 1 / 4, 0, 1 / 2] 3 +
      ![0, 0, 0, 1 / 2, 1 / 2] 4 * ![1 / 4, 1 / 4, 1 / 4, 0, 1 / 2] 4 =
    1 / 4
Main.lean:67:6: error: unsolved goals
case left.inl.refine_5
e : ℝ
he : e ≤ -1
⊢ e * (![0, 0, 0, 1 / 2, 1 / 2] 3 + ![0, 0, 0, 1 / 2, 1 / 2] 4) = e
Main.lean:72:6: error: unsolved goals
case left.inr.refine_2
e : ℝ
he : -1 ≤ e
⊢ 1 + ![0, 1, 0, 0, 0] 2 + ![0, 1, 0, 0, 0] 3 + ![0, 1, 0, 0, 0] 4 = 1
Main.lean:73:6: error: unsolved goals
case left.inr.refine_3
e : ℝ
he : -1 ≤ e
⊢ 1 / 4 + ![0, 1, 0, 0, 0] 2 * ![0, 1 / 4, 1 / 2, 1 / 4, 1 / 4] 2 +
        ![0, 1, 0, 0, 0] 3 * ![0, 1 / 4, 1 / 2, 1 / 4, 1 / 4] 3 +
      ![0, 1, 0, 0, 0] 4 * ![0, 1 / 4, 1 / 2, 1 / 4, 1 / 4] 4 =
    1 / 4
Main.lean:74:6: error: unsolved goals
case left.inr.refine_4
e : ℝ
he : -1 ≤ e
⊢ 1 / 4 + ![0, 1, 0, 0, 0] 2 * ![1 / 4, 1 / 4, 1 / 4, 0, 1 / 2] 2 +
        ![0, 1, 0, 0, 0] 3 * ![1 / 4, 1 / 4, 1 / 4, 0, 1 / 2] 3 +
      ![0, 1, 0, 0, 0] 4 * ![1 / 4, 1 / 4, 1 / 4, 0, 1 / 2] 4 =
    1 / 4
Main.lean:75:6: error: unsolved goals
case left.inr.refine_5
e : ℝ
he : -1 ≤ e
⊢ e = 0 ∨ ![0, 1, 0, 0, 0] 3 + ![0, 1, 0, 0, 0] 4 = 0
```

All eight errors have one cause: `norm_num` leaves vector entries such as `![0, 0, 0, 1 / 2, 1 / 2] 3` unevaluated. Four concern `outsidePair` and four `pureMiddle`; in each group, three are the conditions on the total and the two composition coordinates, and one is the energy. Entries 0 and 1 are evaluated by ordinary simp lemmas, but entries 2, 3 and 4 need a simplification procedure (simproc) that reads a literal vector at a numeral index. `simp` runs it by default and `norm_num` does not, so the sums could not be computed. In the last message, `norm_num` has turned a product equal to zero into an "or", whose second half is true once the entries are read.

The repair uses `simp` in all eight places. For `pureMiddle`, whose entries are only 0 and 1, that closes the goals. For `outsidePair`, a following `norm_num` finishes the arithmetic with fractions.

Fix (accepted with no message):

```diff
@@ -62,17 +62,21 @@
       · intro i
         fin_cases i <;> norm_num [outsidePair]
-      · norm_num [outsidePair, Fin.sum_univ_five]
-      · norm_num [outsidePair, alloy, Fin.sum_univ_five]
-      · norm_num [outsidePair, alloy, Fin.sum_univ_five]
+      · simp [outsidePair, Fin.sum_univ_five]
+        norm_num
+      · simp [outsidePair, alloy, Fin.sum_univ_five]
+        norm_num
+      · simp [outsidePair, alloy, Fin.sum_univ_five]
+        norm_num
       · rw [mixEnergy_alloy, min_eq_left he]
-        norm_num [outsidePair]
+        simp [outsidePair]
+        norm_num
     · refine ⟨pureMiddle, ⟨?_, fun i hi => absurd (mem_univ i) hi, ?_, ?_, ?_⟩, ?_⟩
       · intro i
         fin_cases i <;> norm_num [pureMiddle]
-      · norm_num [pureMiddle, Fin.sum_univ_five]
-      · norm_num [pureMiddle, alloy, Fin.sum_univ_five]
-      · norm_num [pureMiddle, alloy, Fin.sum_univ_five]
+      · simp [pureMiddle, Fin.sum_univ_five]
+      · simp [pureMiddle, alloy, Fin.sum_univ_five]
+      · simp [pureMiddle, alloy, Fin.sum_univ_five]
       · rw [mixEnergy_alloy, min_eq_right he]
-        norm_num [pureMiddle]
+        simp [pureMiddle]
   · rintro E ⟨w, h, rfl⟩
     -- a weighted mean is at least any common lower bound of the energies
```
